# The integral of three Legendre polynomials over [-1, 1] vanishes when one degree exceeds the sum of the other two

With $P_0=1$, $P_1=x$ and $P_2=\tfrac12(3x^2-1)$, the product $P_1P_1=x^2$ equals $\tfrac13P_0+\tfrac23P_2$, so it has no overlap with $P_3$, $P_4$ or any higher Legendre polynomial. The same happens for every product $P_aP_b$: it has degree $a+b$, and $P_l$ is orthogonal to all polynomials of degree below $l$.

```lean
import Mathlib

open Polynomial

namespace RIAngularTruncation

noncomputable section

/-- Legendre polynomials, defined by `P₀ = 1`, `P₁ = x` and Bonnet's recursion. -/
def legendreP : ℕ → ℝ[X]
  | 0 => 1
  | 1 => X
  | n + 2 => ((2 * (n : ℝ) + 3) / ((n : ℝ) + 2)) • (X * legendreP (n + 1))
      - (((n : ℝ) + 1) / ((n : ℝ) + 2)) • legendreP n

/-- The integral of a polynomial in `x = cos θ` over `[-1, 1]`, as a linear functional. -/
def angInt : ℝ[X] →ₗ[ℝ] ℝ where
  toFun p := ∫ x in (-1 : ℝ)..1, p.eval x
  map_add' p q := by
    simp only [eval_add]
    exact intervalIntegral.integral_add (p.continuous.intervalIntegrable _ _)
      (q.continuous.intervalIntegrable _ _)
  map_smul' c p := by
    simp only [eval_smul, smul_eq_mul, intervalIntegral.integral_const_mul, RingHom.id_apply]

/-- Two first-order relations between the derivatives of neighbouring Legendre polynomials. -/
theorem derivative_relations (n : ℕ) :
    derivative (legendreP (n + 1))
        = X * derivative (legendreP n) + ((n : ℝ[X]) + 1) * legendreP n ∧
    X * derivative (legendreP (n + 1))
        = derivative (legendreP n) + ((n : ℝ[X]) + 1) * legendreP (n + 1) := by
  induction n with
  | zero => simp [legendreP]
  | succ n ih =>
    obtain ⟨h1, h2⟩ := ih
    -- Bonnet's recursion without denominators, and its derivative
    have hb : ((n : ℝ[X]) + 2) * legendreP (n + 2)
        = (2 * (n : ℝ[X]) + 3) * (X * legendreP (n + 1)) - ((n : ℝ[X]) + 1) * legendreP n := by
      apply Polynomial.funext
      intro x
      have hn : (n : ℝ) + 2 ≠ 0 := by positivity
      rw [legendreP]
      simp only [eval_sub, eval_smul, eval_mul, eval_add, eval_X, eval_natCast, eval_ofNat,
        eval_one, smul_eq_mul]
      field_simp
    have hd : ((n : ℝ[X]) + 2) * derivative (legendreP (n + 2))
        = (2 * (n : ℝ[X]) + 3) * (legendreP (n + 1) + X * derivative (legendreP (n + 1)))
          - ((n : ℝ[X]) + 1) * derivative (legendreP n) := by
      have h := congrArg derivative hb
      simp [derivative_mul] at h
      linear_combination h
    have hn : (n : ℝ[X]) + 2 ≠ 0 := by
      have h : ((n + 2 : ℕ) : ℝ[X]) ≠ 0 := Nat.cast_ne_zero.mpr (by omega)
      push_cast at h
      exact h
    have key : derivative (legendreP (n + 2))
        = X * derivative (legendreP (n + 1)) + ((n : ℝ[X]) + 2) * legendreP (n + 1) :=
      mul_left_cancel₀ hn (by linear_combination hd + ((n : ℝ[X]) + 1) * h2)
    push_cast
    exact ⟨by linear_combination key, by linear_combination X * key - hb + X * h2 - h1⟩

/-- Every Legendre polynomial other than `P₀` integrates to zero over `[-1, 1]`. -/
theorem angInt_legendreP_succ (n : ℕ) : angInt (legendreP (n + 1)) = 0 := by
  -- at the endpoints `x = ±1` one has `P_{m+1} = x P_m`
  have hend : ∀ (x : ℝ), x * x = 1 → ∀ m : ℕ,
      (legendreP (m + 1)).eval x = x * (legendreP m).eval x := by
    intro x hx m
    have h1 := congrArg (eval x) (derivative_relations m).1
    have h2 := congrArg (eval x) (derivative_relations m).2
    simp only [eval_add, eval_mul, eval_X, eval_natCast, eval_one] at h1 h2
    have hm : (m : ℝ) + 1 ≠ 0 := by positivity
    apply mul_left_cancel₀ hm
    linear_combination x * h1 - h2 + eval x (derivative (legendreP m)) * hx
  -- `(2n+3) P_{n+1}` is the derivative of `P_{n+2} - P_n`
  have hd : derivative (legendreP (n + 2) - legendreP n)
      = (2 * (n : ℝ) + 3) • legendreP (n + 1) := by
    have h1 := (derivative_relations (n + 1)).1
    have h2 := (derivative_relations n).2
    have hC : C (2 * (n : ℝ) + 3) = 2 * (n : ℝ[X]) + 3 := by
      apply Polynomial.funext
      intro x
      simp only [eval_C, eval_add, eval_mul, eval_natCast, eval_ofNat]
    push_cast at h1
    rw [derivative_sub, smul_eq_C_mul, hC]
    linear_combination h1 + h2
  have hF : angInt (derivative (legendreP (n + 2) - legendreP n))
      = (legendreP (n + 2) - legendreP n).eval 1
        - (legendreP (n + 2) - legendreP n).eval (-1) :=
    intervalIntegral.integral_eq_sub_of_hasDerivAt (fun x _ => Polynomial.hasDerivAt _ x)
      ((Polynomial.continuous _).intervalIntegrable _ _)
  rw [hd, map_smul, smul_eq_mul, eval_sub, eval_sub, hend 1 (by norm_num) (n + 1),
    hend 1 (by norm_num) n, hend (-1) (by norm_num) (n + 1), hend (-1) (by norm_num) n] at hF
  have hn : 2 * (n : ℝ) + 3 ≠ 0 := by positivity
  apply mul_left_cancel₀ hn
  linear_combination hF

/-- Bonnet's recursion under the integral, against an arbitrary polynomial `q`. -/
theorem angInt_bonnet (q : ℝ[X]) (n : ℕ) :
    (2 * (n : ℝ) + 3) * angInt (q * X * legendreP (n + 1))
      = ((n : ℝ) + 2) * angInt (q * legendreP (n + 2))
        + ((n : ℝ) + 1) * angInt (q * legendreP n) := by
  have hn : (n : ℝ) + 2 ≠ 0 := by positivity
  rw [legendreP, mul_sub, mul_smul_comm, mul_smul_comm, ← mul_assoc q X, map_sub, map_smul,
    map_smul, smul_eq_mul, smul_eq_mul]
  field_simp
  ring

/-- The moment of `x^k` with `P_l` vanishes for `k < l` and is positive for `k = l`. -/
theorem moments (l : ℕ) :
    (∀ k < l, angInt (X ^ k * legendreP l) = 0) ∧ 0 < angInt (X ^ l * legendreP l) := by
  have hz : ∀ k l : ℕ, k < l → angInt (X ^ k * legendreP l) = 0 := by
    intro k
    induction k with
    | zero =>
      intro l hl
      obtain ⟨n, rfl⟩ : ∃ n, l = n + 1 := ⟨l - 1, by omega⟩
      rw [pow_zero, one_mul, angInt_legendreP_succ]
    | succ k ih =>
      intro l hl
      obtain ⟨n, rfl⟩ : ∃ n, l = n + 1 := ⟨l - 1, by omega⟩
      have h := angInt_bonnet (X ^ k) n
      rw [ih (n + 2) (by omega), ih n (by omega), ← pow_succ] at h
      have hn : 2 * (n : ℝ) + 3 ≠ 0 := by positivity
      apply mul_left_cancel₀ hn
      linear_combination h
  refine ⟨fun k hk => hz k l hk, ?_⟩
  induction l with
  | zero =>
    have h : angInt (X ^ 0 * legendreP 0) = ∫ x in (-1 : ℝ)..1, (1 : ℝ) := by
      simp [angInt, legendreP]
    rw [h, intervalIntegral.integral_const]
    norm_num
  | succ l ih =>
    have h := angInt_bonnet (X ^ l) l
    rw [hz l (l + 2) (by omega), ← pow_succ, mul_zero, zero_add] at h
    have hp : 0 < (2 * (l : ℝ) + 3) * angInt (X ^ (l + 1) * legendreP (l + 1)) := by
      rw [h]; positivity
    exact pos_of_mul_pos_right hp (by positivity)

/-- `P_n` has degree at most `n`, and its coefficient of `x^n` is positive. -/
theorem degree_and_leading : ∀ n : ℕ,
    (legendreP n).natDegree ≤ n ∧ 0 < (legendreP n).coeff n
  | 0 => by simp [legendreP]
  | 1 => by simp [legendreP]
  | n + 2 => by
    obtain ⟨d1, c1⟩ := degree_and_leading (n + 1)
    obtain ⟨d0, -⟩ := degree_and_leading n
    rw [legendreP]
    constructor
    · refine (natDegree_sub_le _ _).trans (max_le ?_ ?_)
      · refine (natDegree_smul_le _ _).trans (natDegree_mul_le.trans ?_)
        rw [natDegree_X]
        omega
      · exact (natDegree_smul_le _ _).trans (by omega)
    · rw [coeff_sub, coeff_smul, coeff_smul, coeff_X_mul,
        coeff_eq_zero_of_natDegree_lt (show (legendreP n).natDegree < n + 2 by omega),
        smul_zero, sub_zero, smul_eq_mul]
      positivity

/-- Against a polynomial `q` of degree at most `l`, `P_l` sees only the coefficient of `x^l`. -/
theorem angInt_mul_legendreP (q : ℝ[X]) (l : ℕ) (hq : q.natDegree ≤ l) :
    angInt (q * legendreP l) = q.coeff l * angInt (X ^ l * legendreP l) := by
  have term : ∀ (i : ℕ) (c : ℝ),
      angInt (monomial i c * legendreP l) = c * angInt (X ^ i * legendreP l) := by
    intro i c
    rw [← C_mul_X_pow_eq_monomial, ← smul_eq_C_mul, smul_mul_assoc, map_smul, smul_eq_mul]
  conv_lhs => rw [q.as_sum_range' (l + 1) (by omega)]
  rw [Finset.sum_mul, map_sum, Finset.sum_range_succ, term, Finset.sum_eq_zero, zero_add]
  intro i hi
  rw [term, (moments l).1 i (Finset.mem_range.mp hi), mul_zero]

/-- Selection rule: the integral of `P_a P_b P_l` over `[-1, 1]` vanishes for `l > a + b`. -/
theorem selection_rule (a b l : ℕ) (h : a + b < l) :
    ∫ x in (-1 : ℝ)..1,
      (legendreP a).eval x * (legendreP b).eval x * (legendreP l).eval x = 0 := by
  have hd : (legendreP a * legendreP b).natDegree < l :=
    natDegree_mul_le.trans_lt
      (by have := (degree_and_leading a).1; have := (degree_and_leading b).1; omega)
  have h0 := angInt_mul_legendreP _ l hd.le
  rw [coeff_eq_zero_of_natDegree_lt hd, zero_mul] at h0
  simpa [angInt] using h0

/-- The bound is sharp: at `l = a + b` the triple integral is strictly positive. -/
theorem stretched_pos (a b : ℕ) :
    0 < angInt (legendreP a * legendreP b * legendreP (a + b)) := by
  obtain ⟨da, ca⟩ := degree_and_leading a
  obtain ⟨db, cb⟩ := degree_and_leading b
  rw [angInt_mul_legendreP _ _ (natDegree_mul_le.trans (by omega)),
    coeff_mul_add_eq_of_natDegree_le da db]
  exact mul_pos (mul_pos ca cb) (moments (a + b)).2

/-- A polynomial of degree below `N` is the sum of its projections on `P_0, …, P_{N-1}`. -/
theorem legendre_expansion (N : ℕ) (q : ℝ[X]) (hq : q.degree < N) :
    q = ∑ l ∈ Finset.range N,
      (angInt (q * legendreP l) / angInt (legendreP l * legendreP l)) • legendreP l := by
  induction N generalizing q with
  | zero =>
    rw [degree_lt_iff_coeff_zero] at hq
    ext i
    simp [hq i (Nat.zero_le i)]
  | succ N ih =>
    rw [degree_lt_iff_coeff_zero] at hq
    obtain ⟨dN, cN⟩ := degree_and_leading N
    have hqN : q.natDegree ≤ N := natDegree_le_iff_coeff_eq_zero.mpr fun i hi => hq i hi
    -- the projection on `P_N` removes the leading term
    have hα : angInt (q * legendreP N) / angInt (legendreP N * legendreP N)
        = q.coeff N / (legendreP N).coeff N := by
      rw [angInt_mul_legendreP q N hqN, angInt_mul_legendreP _ N dN,
        mul_div_mul_right _ _ (moments N).2.ne']
    have hr := ih (q - (q.coeff N / (legendreP N).coeff N) • legendreP N) (by
      rw [degree_lt_iff_coeff_zero]
      intro i hi
      rw [coeff_sub, coeff_smul, smul_eq_mul]
      rcases Nat.eq_or_lt_of_le hi with rfl | hlt
      · rw [div_mul_cancel₀ _ cN.ne', sub_self]
      · rw [hq i hlt, coeff_eq_zero_of_natDegree_lt (dN.trans_lt hlt), mul_zero, sub_zero])
    rw [Finset.sum_range_succ, hα, ← sub_eq_iff_eq_add]
    refine hr.trans (Finset.sum_congr rfl fun l hl => ?_)
    -- the lower projections are unchanged, by orthogonality
    have hlN := Finset.mem_range.mp hl
    have h0 : angInt (legendreP N * legendreP l) = 0 := by
      have hdl := (degree_and_leading l).1
      rw [mul_comm, angInt_mul_legendreP _ N (by omega),
        coeff_eq_zero_of_natDegree_lt (by omega), zero_mul]
    rw [sub_mul, smul_mul_assoc, map_sub, map_smul, h0, smul_zero, sub_zero]

/-- Terminating resolution of the identity: inserted between `P_a P_b` and an integrable `f`,
the Legendre projectors with `l < N` give the exact integral as soon as `N > a + b`. -/
theorem resolution_terminates (a b N : ℕ) (hN : a + b < N) (f : ℝ → ℝ)
    (hf : IntervalIntegrable f MeasureTheory.volume (-1) 1) :
    ∫ x in (-1 : ℝ)..1, (legendreP a).eval x * (legendreP b).eval x * f x
      = ∑ l ∈ Finset.range N,
          angInt (legendreP a * legendreP b * legendreP l) / angInt (legendreP l * legendreP l)
            * ∫ x in (-1 : ℝ)..1, (legendreP l).eval x * f x := by
  have h := legendre_expansion N (legendreP a * legendreP b)
    ((degree_lt_iff_coeff_zero _ _).2 fun i hi => coeff_eq_zero_of_natDegree_lt
      (natDegree_mul_le.trans_lt
        (by have := (degree_and_leading a).1; have := (degree_and_leading b).1; omega)))
  have hpt : ∀ x : ℝ, (legendreP a).eval x * (legendreP b).eval x * f x
      = ∑ l ∈ Finset.range N,
          angInt (legendreP a * legendreP b * legendreP l) / angInt (legendreP l * legendreP l)
            * ((legendreP l).eval x * f x) := by
    intro x
    have hx := congrArg (eval x) h
    rw [eval_mul, eval_finsetSum] at hx
    rw [hx, Finset.sum_mul]
    refine Finset.sum_congr rfl fun l _ => ?_
    rw [eval_smul, smul_eq_mul, mul_assoc]
  simp only [hpt]
  rw [intervalIntegral.integral_finsetSum]
  · exact Finset.sum_congr rfl fun l _ => intervalIntegral.integral_const_mul _ _
  · intro l _
    exact (hf.continuousOn_mul (legendreP l).continuous.continuousOn).const_mul _

end

end RIAngularTruncation
```

```lean
#print axioms RIAngularTruncation.angInt_legendreP_succ
-- 'RIAngularTruncation.angInt_legendreP_succ' depends on axioms: [propext, Classical.choice, Quot.sound]
#print axioms RIAngularTruncation.selection_rule
-- 'RIAngularTruncation.selection_rule' depends on axioms: [propext, Classical.choice, Quot.sound]
#print axioms RIAngularTruncation.stretched_pos
-- 'RIAngularTruncation.stretched_pos' depends on axioms: [propext, Classical.choice, Quot.sound]
#print axioms RIAngularTruncation.resolution_terminates
-- 'RIAngularTruncation.resolution_terminates' depends on axioms: [propext, Classical.choice, Quot.sound]
```

## The selection rule and the finite sum

`legendreP n` is the real polynomial $P_n$, defined by $P_0=1$, $P_1=x$ and Bonnet's recursion

$$(n+2)P_{n+2}=(2n+3)\,xP_{n+1}-(n+1)P_n .$$

`angInt` is the integral of a polynomial over $[-1,1]$, packaged as a linear map. Below, $\langle p\rangle$ stands for `angInt p`.

`selection_rule` says that for natural numbers with $a+b<l$,

$$\int_{-1}^{1}P_a(x)P_b(x)P_l(x)\,dx=0 .$$

`stretched_pos` says that the integral is strictly positive at $l=a+b$.

`resolution_terminates` concerns a function $f$ integrable on $[-1,1]$, which need not be a polynomial. If $N>a+b$, then

$$\int_{-1}^{1}P_aP_bf\,dx=\sum_{l=0}^{N-1}\frac{\langle P_aP_bP_l\rangle}{\langle P_lP_l\rangle}\int_{-1}^{1}P_lf\,dx .$$

The smallest sufficient choice, $N=a+b+1$, keeps $l=0,\dots,a+b$. The denominators are positive, by `stretched_pos` with $a=l$ and $b=0$.

## Angular momentum in an atomic basis

The variable is $x=\cos\theta$, and $P_l$ is the unnormalised angular function with angular momentum $l$ and $m=0$. With the division by $\langle P_lP_l\rangle$, each term of the sum is the matrix element, between $P_aP_b$ and $f$, of the projector onto the corresponding normalised function, so the result does not depend on the normalisation of $P_l$.

In explicitly correlated (F12) theory for atoms, a resolution of the identity replaces three-electron integrals by sums of products of two-electron integrals over an auxiliary basis, and selection rules of this kind can limit the angular momenta that contribute; the theorem treats a single angular factor with $m=0$. General $m$, the coupling of several electrons and the radial part of the basis are not modelled. Incompleteness of a radial basis is a separate source of error.

## The sum for a function with a kink

Take $a=b=1$, $N=3$ and $f(x)=|x|$, which is not a polynomial. The left side is $\int_{-1}^1x^2|x|\,dx=\tfrac12$. On the right, the coefficients for $l=0,1,2$ are $\tfrac13,0,\tfrac23$. The integrals that multiply the nonzero ones are

$$\int_{-1}^1|x|\,dx=1,\qquad \int_{-1}^1P_2|x|\,dx=\tfrac12\left(\tfrac32-1\right)=\tfrac14 .$$

The sum is $\tfrac13+\tfrac23\cdot\tfrac14=\tfrac12$, as required.

## What fails without the hypotheses

At $l=a+b$ the selection rule always fails, by `stretched_pos`. For $a=b=1$, $l=2$:

$$\int_{-1}^1x^2P_2\,dx=\tfrac12\left(\tfrac65-\tfrac23\right)=\tfrac4{15}.$$

With all three functions normalised on $[-1,1]$, the value is $\sqrt{2/5}\approx0.632$. The same numbers show what a basis cut too early does. For $N=2$ and $f=P_2$, the exact integral is $\tfrac4{15}$, while the truncated sum gives $0$.

Integrability of $f$ matters too. For $a=b=1$, $N=3$ and $f(x)=1/x^2$ away from $0$, the left side is $2$, but the integrals of $P_0f$ and $P_2f$ on the right diverge. Lean assigns such integrals the value $0$, so the stated equality would read $2=0$.

## Orthogonality from Bonnet's recursion

**Derivative relations.** `derivative_relations` proves by induction that

$$P'_{n+1}=xP'_n+(n+1)P_n,\qquad xP'_{n+1}=P'_n+(n+1)P_{n+1}.$$

For $n=0$ these read $1=1$ and $x=x$. For the step, differentiate Bonnet's recursion:

$$(n+2)P'_{n+2}=(2n+3)(P_{n+1}+xP'_{n+1})-(n+1)P'_n .$$

The second relation gives $P'_n=xP'_{n+1}-(n+1)P_{n+1}$. After substitution, the coefficient of $P_{n+1}$ is $(2n+3)+(n+1)^2=(n+2)^2$, and that of $xP'_{n+1}$ is $n+2$. Cancelling $n+2$ leaves the first relation at the next index,

$$P'_{n+2}=xP'_{n+1}+(n+2)P_{n+1}.$$

Multiply this by $x$ and use the two old relations to replace $x^2P'_{n+1}$ by $P'_{n+1}-(n+1)P_n+(n+1)xP_{n+1}$. Then

$$xP'_{n+2}=P'_{n+1}+(2n+3)xP_{n+1}-(n+1)P_n=P'_{n+1}+(n+2)P_{n+2},$$

which is the second relation at the next index. In the code, `linear_combination` performs these eliminations and `mul_left_cancel₀` cancels the factor $n+2$.

**Zero mean.** Adding the first relation at $n+1$ to the second at $n$ gives

$$(2n+3)P_{n+1}=(P_{n+2}-P_n)' .$$

At $x=\pm1$ we have $x^2=1$. Multiplying the first relation by $x$ and comparing with the second then gives $P_{m+1}=xP_m$, so $P_{n+2}=x^2P_n=P_n$ at both endpoints. The fundamental theorem of calculus yields $\langle P_{n+1}\rangle=0$, which is `angInt_legendreP_succ`.

**Moments.** Multiplying Bonnet's recursion by $x^k$ and integrating, as `angInt_bonnet` does for a general polynomial factor, gives

$$(2n+3)\langle x^{k+1}P_{n+1}\rangle=(n+2)\langle x^kP_{n+2}\rangle+(n+1)\langle x^kP_n\rangle .$$

If $k+1<n+1$, then $k$ is below both $n$ and $n+2$, so induction on $k$, starting from the zero mean, gives $\langle x^kP_l\rangle=0$ for all $k<l$. On the diagonal the first term on the right vanishes, and

$$(2l+3)\langle x^{l+1}P_{l+1}\rangle=(l+1)\langle x^lP_l\rangle .$$

Since $\langle P_0\rangle=2$, all diagonal moments are positive. Both facts form `moments`.

## From orthogonality to termination

Let $c_n$ be the coefficient of $x^n$ in $P_n$. The recursion keeps the degree of $P_n$ at most $n$ and gives $c_{n+2}=\frac{2n+3}{n+2}c_{n+1}$, so every $c_n$ is positive (`degree_and_leading`).

For a polynomial $q$ of degree at most $l$, let $q_l$ be its coefficient of $x^l$. Expanding $q$ in powers of $x$ leaves only the top moment:

$$\langle qP_l\rangle=q_l\,\langle x^lP_l\rangle .$$

This is `angInt_mul_legendreP`. Put $q=P_aP_b$. If $l>a+b$, then $q_l=0$ and the selection rule follows. If $l=a+b$, then $q_l=c_ac_b>0$ and the integral is positive.

`legendre_expansion` shows by induction on $N$ that a polynomial $q$ of degree below $N$ is the sum of its projections on $P_0,\dots,P_{N-1}$. In the step from $N$ to $N+1$, $q$ has degree at most $N$, and

$$\frac{\langle qP_N\rangle}{\langle P_NP_N\rangle}=\frac{q_N}{c_N},$$

because the moment $\langle x^NP_N\rangle$ cancels. Subtracting $(q_N/c_N)P_N$ therefore removes the leading term, and the induction hypothesis expands the remainder. Its coefficients for $l<N$ are those of $q$, since $\langle P_NP_l\rangle=0$.

For `resolution_terminates`, apply this expansion to $P_aP_b$, multiply by $f(x)$ at each point and integrate term by term. The sum is finite, and each $P_lf$ is integrable because $P_l$ is continuous on $[-1,1]$.
